# The bare exchange self-energy of the two-dimensional electron gas increases strictly from the centre of the Fermi disk to its edge

GW calculations commonly split the self-energy into a bare exchange part and a correlation part. For a strictly two-dimensional electron gas at zero temperature, the exchange part is an integral of the singular Coulomb potential over the Fermi disk. At wavevectors up to the edge of the disk, it can be replaced by a one-dimensional integral with a bounded integrand. The exact values at the centre and the edge can be used to test a direct numerical quadrature of the singular integral over the disk.

```lean
import Mathlib

open Real MeasureTheory

namespace ExchangeElectronGas2D

noncomputable section
```

Let $k_F$ be the Fermi wavevector. The gas is isotropic, so the state of interest can be placed at $(k,0)$ with $0\le k\le k_F$. Exchange couples it to occupied states of the same spin. The transfers $q=(q_1,q_2)$ that lead to them form the set $D_k$, given by $(k+q_1)^2+q_2^2<k_F^2$. In Lean this is `occupiedTransfers kF k`, a set of pairs of real numbers.

```lean
/-- Momentum transfers `q` that lead from `(k, 0)` into the open Fermi disk of radius `kF`. -/
def occupiedTransfers (kF k : ℝ) : Set (ℝ × ℝ) :=
  {q | (k + q.1) ^ 2 + q.2 ^ 2 < kF ^ 2}
```

In atomic units the Coulomb potential of a strictly two-dimensional layer is $2\pi/|q|$. With the density of states $d^2q/(2\pi)^2$ per spin, the exchange self-energy is

$$\Sigma(k)=-\frac{1}{(2\pi)^2}\int_{D_k}\frac{2\pi}{|q|}\,d^2q .$$

This is `exchangeSelfEnergy kF k`. The occupation is a sharp step at $k_F$, and the potential has no screening and no form factor for layer thickness. Correlation and states with $k>k_F$ are not treated.

```lean
/-- Exchange self-energy of the two-dimensional electron gas in atomic units: minus the integral
of the Coulomb potential `2π/|q|` over the occupied states, with measure `d²q/(2π)²`. -/
def exchangeSelfEnergy (kF k : ℝ) : ℝ :=
  -(1 / (2 * π) ^ 2) * ∫ q in occupiedTransfers kF k, 2 * π / √(q.1 ^ 2 + q.2 ^ 2)
```

For a direction $t$, write

$$\rho(t)=-k\cos t+\sqrt{k_F^2-k^2\sin^2t}.$$

The Lean name is `reach kF k t`. Part (b) justifies it.

```lean
/-- The reach from `(k, 0)` to the Fermi circle along the direction `t`, for `0 ≤ k ≤ kF`. -/
def reach (kF k t : ℝ) : ℝ :=
  -k * cos t + √(kF ^ 2 - k ^ 2 * sin t ^ 2)
```

## (a) A lower bound on the root

**Task.** For $0\le k\le k_F$ and every $t$, show that the root in $\rho$ is at least as large as the cosine term in absolute value:

$$|k\cos t|\le\sqrt{k_F^2-k^2\sin^2t}.$$

**Solution.** Since $\cos^2t=1-\sin^2t$ and $k^2\le k_F^2$,

$$(k\cos t)^2=k^2-k^2\sin^2t\le k_F^2-k^2\sin^2t .$$

The radicand is therefore non-negative, and taking roots gives the claim. It follows that $\rho(t)\ge0$.

In Lean, `Real.abs_le_sqrt` reduces the claim to this inequality between squares, and `e` is the trigonometric identity.

```lean
/-- Inside the Fermi disk the root in the reach is at least `|k cos t|`. -/
theorem abs_mul_cos_le_root {kF k : ℝ} (hk : 0 ≤ k) (hkF : k ≤ kF) (t : ℝ) :
    |k * cos t| ≤ √(kF ^ 2 - k ^ 2 * sin t ^ 2) := by
  apply Real.abs_le_sqrt
  have h := pow_le_pow_left₀ hk hkF 2
  have e : (k * cos t) ^ 2 = k ^ 2 - k ^ 2 * sin t ^ 2 := by
    linear_combination k ^ 2 * Real.sin_sq_add_cos_sq t
  linarith
```

## (b) Where a ray leaves the Fermi disk

**Task.** Show that a point at distance $r>0$ from $(k,0)$ in direction $t$ lies in the open Fermi disk exactly when $r$ is below the reach:

$$(k+r\cos t)^2+(r\sin t)^2<k_F^2\iff r<\rho(t).$$

**Solution.** Expand and complete the square:

$$(k+r\cos t)^2+(r\sin t)^2=r^2+2kr\cos t+k^2=(r+k\cos t)^2+k^2\sin^2t .$$

With $w=\sqrt{k_F^2-k^2\sin^2t}$, the point is in the disk exactly when $(r+k\cos t)^2<w^2$, that is, when $-w<r+k\cos t<w$. The right inequality is $r<\rho(t)$. The left one always holds, because $r>0$ and part (a) give $r+k\cos t>k\cos t\ge-w$.

The completed square is `key`. The two directions of the equivalence pass between squares and their bases with `abs_lt_of_sq_lt_sq` and `sq_lt_sq'`.

```lean
/-- A point at distance `r > 0` from `(k, 0)` in direction `t` lies in the Fermi disk exactly
when `r` is less than the reach. -/
theorem mem_disk_iff_lt_reach {kF k r : ℝ} (hk : 0 ≤ k) (hkF : k ≤ kF) (hr : 0 < r) (t : ℝ) :
    (r * cos t, r * sin t) ∈ occupiedTransfers kF k ↔ r < reach kF k t := by
  change (k + r * cos t) ^ 2 + (r * sin t) ^ 2 < kF ^ 2 ↔
    r < -k * cos t + √(kF ^ 2 - k ^ 2 * sin t ^ 2)
  have hb := abs_le.1 (abs_mul_cos_le_root hk hkF t)
  have hpos : 0 ≤ kF ^ 2 - k ^ 2 * sin t ^ 2 := by
    have h := pow_le_pow_left₀ hk hkF 2
    nlinarith [Real.sin_sq_add_cos_sq t, sq_nonneg (k * cos t)]
  have hs := Real.sq_sqrt hpos
  -- complete the square in `r`
  have key : (k + r * cos t) ^ 2 + (r * sin t) ^ 2
      = (r + k * cos t) ^ 2 + k ^ 2 * sin t ^ 2 := by
    linear_combination (r ^ 2 - k ^ 2) * Real.sin_sq_add_cos_sq t
  constructor
  · intro h
    have h2 := abs_lt_of_sq_lt_sq
      (show (r + k * cos t) ^ 2 < √(kF ^ 2 - k ^ 2 * sin t ^ 2) ^ 2 by linarith)
      (Real.sqrt_nonneg _)
    linarith [(abs_lt.1 h2).2]
  · intro h
    have h2 : (r + k * cos t) ^ 2 < √(kF ^ 2 - k ^ 2 * sin t ^ 2) ^ 2 :=
      sq_lt_sq' (by linarith [hb.1]) (by linarith)
    linarith
```

## (c) The Coulomb integral in polar coordinates

**Task.** For $0\le k\le k_F$, turn the integral of $1/|q|$ over the occupied states into an angular integral:

$$\int_{D_k}\frac{d^2q}{|q|}=\int_{-\pi}^{\pi}\rho(t)\,dt .$$

**Solution.** Put $q=(r\cos t,r\sin t)$, so that $|q|=r$ and $d^2q=r\,dr\,dt$. By part (b), $r$ runs from $0$ to $\rho(t)$. Hence

$$\int_{D_k}\frac{d^2q}{|q|}=\int_{-\pi}^{\pi}\int_0^{\rho(t)}\frac1r\,r\,dr\,dt=\int_{-\pi}^{\pi}\rho(t)\,dt .$$

The Lean proof reads the middle expression as an area. The `calc` block changes to polar coordinates and cancels the Jacobian against $1/r$, which leaves the constant 1 on the set where $r<\rho(t)$. `hset` identifies this set, with its coordinates swapped, as the region under the graph of $\rho$, and `hvol` computes its area. That step uses $\rho\ge0$ from part (a).

```lean
/-- The integral of `1/|q|` over the occupied states is the angular integral of the reach. -/
theorem coulomb_integral_eq_reach {kF k : ℝ} (hk : 0 ≤ k) (hkF : k ≤ kF) :
    ∫ q in occupiedTransfers kF k, 1 / √(q.1 ^ 2 + q.2 ^ 2)
      = ∫ t in (-π)..π, reach kF k t := by
  have hD : MeasurableSet (occupiedTransfers kF k) :=
    measurableSet_lt (by fun_prop) (by fun_prop)
  have hc : Continuous (reach kF k) := by unfold reach; fun_prop
  have h0 : ∀ t, 0 ≤ reach kF k t := fun t => by
    unfold reach
    linarith [(abs_le.1 (abs_mul_cos_le_root hk hkF t)).2]
  let R : Set (ℝ × ℝ) := {p | p.1 < reach kF k p.2}
  have hR : MeasurableSet R :=
    measurableSet_lt measurable_fst (hc.measurable.comp measurable_snd)
  -- in polar coordinates the disk is the region under the graph of the reach
  have hset : polarCoord.target ∩ R
      = Prod.swap ⁻¹' regionBetween (fun _ => 0) (reach kF k) (Set.Ioo (-π) π) := by
    ext ⟨r, t⟩
    simp only [R, polarCoord_target, regionBetween, Set.mem_inter_iff, Set.mem_prod,
      Set.mem_Ioi, Set.mem_Ioo, Set.mem_ofPred_eq, Set.mem_preimage, Prod.swap_prod_mk]
    tauto
  have hvol : volume (polarCoord.target ∩ R)
      = ENNReal.ofReal (∫ t in Set.Ioo (-π) π, reach kF k t) := by
    have hsw := (Measure.measurePreserving_swap (μ := (volume : Measure ℝ))
      (ν := (volume : Measure ℝ))).measure_preimage
      (measurableSet_regionBetween (measurable_const (a := (0 : ℝ))) hc.measurable
        (measurableSet_Ioo (a := -π) (b := π))).nullMeasurableSet
    rw [hset, Measure.volume_eq_prod, hsw, volume_regionBetween_eq_integral
      (integrableOn_const (by simp)) (hc.integrableOn_Icc.mono_set Set.Ioo_subset_Icc_self)
      measurableSet_Ioo (fun t _ => h0 t)]
    simp only [Pi.sub_apply, sub_zero]
  calc ∫ q in occupiedTransfers kF k, 1 / √(q.1 ^ 2 + q.2 ^ 2)
      = ∫ p in polarCoord.target, p.1 • (occupiedTransfers kF k).indicator
          (fun q => 1 / √(q.1 ^ 2 + q.2 ^ 2)) (polarCoord.symm p) := by
        rw [integral_comp_polarCoord_symm, integral_indicator hD]
    _ = ∫ p in polarCoord.target, R.indicator (fun _ => (1 : ℝ)) p := by
        refine setIntegral_congr_fun polarCoord.open_target.measurableSet ?_
        rintro ⟨r, t⟩ hp
        have hr : 0 < r := by
          rw [polarCoord_target] at hp
          exact hp.1
        have hiff := mem_disk_iff_lt_reach hk hkF hr t
        change r * (occupiedTransfers kF k).indicator
          (fun q => 1 / √(q.1 ^ 2 + q.2 ^ 2)) (r * cos t, r * sin t)
          = R.indicator (fun _ => (1 : ℝ)) (r, t)
        by_cases h : r < reach kF k t
        · -- the Jacobian cancels the Coulomb singularity
          rw [Set.indicator_of_mem (hiff.2 h), Set.indicator_of_mem (show (r, t) ∈ R from h)]
          change r * (1 / √((r * cos t) ^ 2 + (r * sin t) ^ 2)) = 1
          have e : (r * cos t) ^ 2 + (r * sin t) ^ 2 = r ^ 2 := by
            linear_combination r ^ 2 * Real.sin_sq_add_cos_sq t
          rw [e, Real.sqrt_sq hr.le, mul_one_div_cancel hr.ne']
        · rw [Set.indicator_of_notMem (fun h' => h (hiff.1 h')),
            Set.indicator_of_notMem (show (r, t) ∉ R from h), mul_zero]
    _ = ∫ t in (-π)..π, reach kF k t := by
        rw [setIntegral_indicator hR, setIntegral_const, Measure.real, hvol,
          ENNReal.toReal_ofReal (setIntegral_nonneg measurableSet_Ioo (fun t _ => h0 t)),
          smul_eq_mul, mul_one, intervalIntegral.integral_of_le (by linarith [Real.pi_pos]),
          integral_Ioc_eq_integral_Ioo]
```

## (d) The self-energy as a mean reach

**Task.** Show that the self-energy is minus the reach averaged over all directions:

$$\Sigma(k)=-\frac1{2\pi}\int_0^{2\pi}\rho(t)\,dt,\qquad 0\le k\le k_F .$$

**Solution.** Take the factor $2\pi$ out of the potential and use part (c):

$$\Sigma(k)=-\frac{2\pi}{(2\pi)^2}\int_{-\pi}^{\pi}\rho(t)\,dt=-\frac1{2\pi}\int_{-\pi}^{\pi}\rho(t)\,dt .$$

Since $\rho$ has period $2\pi$, the interval can be shifted to $[0,2\pi]$.

In the proof, `hp` is the periodicity and `h` the shift; `field_simp` settles the prefactor.

```lean
/-- The exchange self-energy is minus the mean reach over all directions. -/
theorem selfEnergy_eq_reach {kF k : ℝ} (hk : 0 ≤ k) (hkF : k ≤ kF) :
    exchangeSelfEnergy kF k = -(1 / (2 * π)) * ∫ t in (0)..(2 * π), reach kF k t := by
  have hp : Function.Periodic (reach kF k) (2 * π) := fun t => by
    simp only [reach, Real.cos_add_two_pi, Real.sin_add_two_pi]
  have h := hp.intervalIntegral_add_eq (-π) 0
  rw [zero_add, show -π + 2 * π = π by ring] at h
  have e : ∀ q : ℝ × ℝ, 2 * π / √(q.1 ^ 2 + q.2 ^ 2)
      = 2 * π * (1 / √(q.1 ^ 2 + q.2 ^ 2)) := fun q => by ring
  unfold exchangeSelfEnergy
  rw [integral_congr_ae (Filter.Eventually.of_forall e), integral_const_mul,
    coulomb_integral_eq_reach hk hkF, h]
  generalize (∫ t in (0)..(2 * π), reach kF k t) = J
  have hpi := Real.pi_ne_zero
  field_simp
```

## (e) Reduction to a quarter circle

**Task.** Remove the cosine term and use the symmetry of the root to show

$$\Sigma(k)=-\frac2\pi\int_0^{\pi/2}\sqrt{k_F^2-k^2\sin^2t}\,dt,\qquad 0\le k\le k_F .$$

**Solution.** The cosine term contributes $-k(\sin2\pi-\sin0)=0$. Call the root $g(t)$. It depends on $t$ only through $\sin^2t$, so $g(t+\pi)=g(t)$ and $g(\pi-t)=g(t)$. Therefore

$$\int_0^{2\pi}g\,dt=2\int_0^{\pi}g\,dt=4\int_0^{\pi/2}g\,dt .$$

The prefactor in part (d) becomes $-4/(2\pi)=-2/\pi$.

Lean removes the cosine in `h0`. The period gives `h1`, the reflection gives `h2`, and `h5` combines them into the factor 4.

```lean
/-- The exchange self-energy as an elliptic integral over a quarter circle. -/
theorem selfEnergy_eq_root {kF k : ℝ} (hk : 0 ≤ k) (hkF : k ≤ kF) :
    exchangeSelfEnergy kF k
      = -(2 / π) * ∫ t in (0)..(π / 2), √(kF ^ 2 - k ^ 2 * sin t ^ 2) := by
  obtain ⟨g, hgdef⟩ : ∃ g : ℝ → ℝ, g = fun t => √(kF ^ 2 - k ^ 2 * sin t ^ 2) := ⟨_, rfl⟩
  have hg : Continuous g := by rw [hgdef]; fun_prop
  have i : ∀ a b, IntervalIntegrable g volume a b := fun a b => hg.intervalIntegrable a b
  have hp : Function.Periodic g π := fun t => by simp [hgdef, Real.sin_add_pi]
  have hr : ∀ t, g (π - t) = g t := fun t => by simp [hgdef, Real.sin_pi_sub]
  -- the cosine averages to zero
  have h0 : ∫ t in (0)..(2 * π), reach kF k t = ∫ t in (0)..(2 * π), g t := by
    have e : ∀ t, reach kF k t = -k * cos t + g t := fun t => by rw [hgdef, reach]
    simp only [e]
    rw [intervalIntegral.integral_add
      ((by fun_prop : Continuous fun t => -k * cos t).intervalIntegrable _ _) (i _ _),
      intervalIntegral.integral_const_mul, integral_cos, Real.sin_two_pi, Real.sin_zero]
    ring
  -- the four quarter circles contribute equally
  have h1 := hp.intervalIntegral_add_eq π 0
  rw [zero_add, ← two_mul] at h1
  have h2 := intervalIntegral.integral_comp_sub_left (a := 0) (b := π / 2) g π
  simp only [hr, sub_zero] at h2
  rw [show π - π / 2 = π / 2 by ring] at h2
  have h3 := intervalIntegral.integral_add_adjacent_intervals (i 0 π) (i π (2 * π))
  have h4 := intervalIntegral.integral_add_adjacent_intervals (i 0 (π / 2)) (i (π / 2) π)
  have h5 : ∫ t in (0)..(2 * π), g t = 4 * ∫ t in (0)..(π / 2), g t := by linarith
  rw [selfEnergy_eq_reach hk hkF, h0, h5, hgdef]
  ring
```

## (f) Strict increase with the wavevector

**Task.** Show that a state further from the centre has the higher exchange self-energy:

$$0\le a<b\le k_F\implies\Sigma(a)<\Sigma(b).$$

**Solution.** Since $a^2<b^2$,

$$\sqrt{k_F^2-b^2\sin^2t}\le\sqrt{k_F^2-a^2\sin^2t}$$

for every $t$. At $t=\pi/2$ the inequality is strict, because $0\le k_F^2-b^2<k_F^2-a^2$. Both sides are continuous, so it remains strict near $\pi/2$, and the integral over $[0,\pi/2]$ is strictly smaller for $b$. The factor $-2/\pi$ reverses the order.

`StrictMonoOn` on `Set.Icc 0 kF` states this for the closed interval $[0,k_F]$. The Mathlib lemma for integrals of continuous functions asks for the two facts used above: an inequality throughout and one point where it is strict.

```lean
/-- The exchange self-energy increases strictly from the centre of the Fermi disk to its edge. -/
theorem selfEnergy_strictMonoOn (kF : ℝ) :
    StrictMonoOn (exchangeSelfEnergy kF) (Set.Icc 0 kF) := by
  intro a ha b hb hab
  rw [selfEnergy_eq_root ha.1 ha.2, selfEnergy_eq_root hb.1 hb.2]
  have hsq : a ^ 2 < b ^ 2 := by nlinarith [ha.1]
  have hbF := pow_le_pow_left₀ hb.1 hb.2 2
  have h : ∫ t in (0)..(π / 2), √(kF ^ 2 - b ^ 2 * sin t ^ 2)
      < ∫ t in (0)..(π / 2), √(kF ^ 2 - a ^ 2 * sin t ^ 2) := by
    apply intervalIntegral.integral_lt_integral_of_continuousOn_of_le_of_exists_lt
      (by positivity) (by fun_prop) (by fun_prop)
    · intro t _
      apply Real.sqrt_le_sqrt
      nlinarith [mul_le_mul_of_nonneg_right hsq.le (sq_nonneg (sin t))]
    · refine ⟨π / 2, ⟨by positivity, le_rfl⟩, ?_⟩
      rw [Real.sin_pi_div_two]
      exact Real.sqrt_lt_sqrt (by linarith) (by linarith)
  have hpi : 0 < 2 / π := by positivity
  nlinarith [mul_lt_mul_of_pos_left h hpi]
```

## (g) The value at the centre

**Task.** For $k_F\ge0$, evaluate the self-energy at zero wavevector:

$$\Sigma(0)=-k_F .$$

**Solution.** At $k=0$ the root in part (e) is $\sqrt{k_F^2}=k_F$ for every $t$, so

$$\Sigma(0)=-\frac2\pi\cdot\frac\pi2\,k_F=-k_F .$$

In Lean, `e` simplifies the root, after which the integrand is constant.

```lean
/-- At the centre of the Fermi disk the exchange self-energy is `-kF`. -/
theorem selfEnergy_centre {kF : ℝ} (h : 0 ≤ kF) : exchangeSelfEnergy kF 0 = -kF := by
  have e : ∀ t : ℝ, √(kF ^ 2 - 0 ^ 2 * sin t ^ 2) = kF := fun t => by
    rw [show kF ^ 2 - 0 ^ 2 * sin t ^ 2 = kF ^ 2 by ring, Real.sqrt_sq h]
  rw [selfEnergy_eq_root le_rfl h]
  simp only [e, intervalIntegral.integral_const, smul_eq_mul, sub_zero]
  have hpi := Real.pi_ne_zero
  field_simp
```

## (h) The value at the Fermi circle

**Task.** For $k_F\ge0$, evaluate the self-energy at the edge of the disk:

$$\Sigma(k_F)=-\frac{2k_F}\pi .$$

**Solution.** For $0\le t\le\pi/2$ the cosine is non-negative, so

$$\sqrt{k_F^2-k_F^2\sin^2t}=\sqrt{k_F^2\cos^2t}=k_F\cos t .$$

Its integral is $k_F(\sin\tfrac\pi2-\sin0)=k_F$, and the factor $-2/\pi$ gives the result.

The sign of the cosine is `hcos`, which Lean needs to take the root.

```lean
/-- At the Fermi circle the exchange self-energy is `-2kF/π`. -/
theorem selfEnergy_edge {kF : ℝ} (h : 0 ≤ kF) :
    exchangeSelfEnergy kF kF = -(2 * kF / π) := by
  have e : ∫ t in (0)..(π / 2), √(kF ^ 2 - kF ^ 2 * sin t ^ 2)
      = ∫ t in (0)..(π / 2), kF * cos t := by
    apply intervalIntegral.integral_congr
    intro t ht
    rw [Set.uIcc_of_le (by positivity)] at ht
    have hcos : 0 ≤ cos t :=
      Real.cos_nonneg_of_mem_Icc ⟨by linarith [ht.1, Real.pi_pos], ht.2⟩
    change √(kF ^ 2 - kF ^ 2 * sin t ^ 2) = kF * cos t
    rw [show kF ^ 2 - kF ^ 2 * sin t ^ 2 = (kF * cos t) ^ 2 by
      linear_combination (-kF ^ 2) * Real.sin_sq_add_cos_sq t,
      Real.sqrt_sq (mul_nonneg h hcos)]
  rw [selfEnergy_eq_root h le_rfl, e, intervalIntegral.integral_const_mul, integral_cos,
    Real.sin_pi_div_two, Real.sin_zero]
  ring
```

## (i) The spread over the closed Fermi disk

**Task.** Bound the difference between the exchange self-energies of any two states with $a,b\in[0,k_F]$:

$$|\Sigma(a)-\Sigma(b)|\le\Bigl(1-\frac2\pi\Bigr)k_F .$$

**Solution.** By parts (f), (g) and (h), every $k\in[0,k_F]$ satisfies

$$-k_F\le\Sigma(k)\le-\frac{2k_F}\pi .$$

Two numbers in this interval differ by at most its length, $k_F-2k_F/\pi$. The centre and the edge attain the bound.

In the smallest case, $k_F=0$, the open disk is empty and the only choice is $a=b=0$. The self-energy is then zero, and so are both sides of the bound.

In the proof, `bounds` is the two-sided estimate, and `linarith` combines its instances for $a$ and $b$.

```lean
/-- The exchange self-energies of two states in the closed Fermi disk differ by at most
`(1 - 2/π) kF`. -/
theorem selfEnergy_spread {kF a b : ℝ} (ha : a ∈ Set.Icc 0 kF) (hb : b ∈ Set.Icc 0 kF) :
    |exchangeSelfEnergy kF a - exchangeSelfEnergy kF b| ≤ (1 - 2 / π) * kF := by
  have h : 0 ≤ kF := ha.1.trans ha.2
  have hm := (selfEnergy_strictMonoOn kF).monotoneOn
  have bounds : ∀ k ∈ Set.Icc 0 kF,
      -kF ≤ exchangeSelfEnergy kF k ∧ exchangeSelfEnergy kF k ≤ -(2 * kF / π) := by
    intro k hk
    rw [← selfEnergy_centre h, ← selfEnergy_edge h]
    exact ⟨hm ⟨le_rfl, h⟩ hk hk.1, hm hk ⟨h, le_rfl⟩ hk.2⟩
  have e : (1 - 2 / π) * kF = kF - 2 * kF / π := by ring
  rw [e, abs_le]
  constructor <;> linarith [(bounds a ha).1, (bounds a ha).2, (bounds b hb).1, (bounds b hb).2]

end

end ExchangeElectronGas2D
```

```lean
#print axioms ExchangeElectronGas2D.selfEnergy_strictMonoOn
#print axioms ExchangeElectronGas2D.selfEnergy_spread
```

```
'ExchangeElectronGas2D.selfEnergy_strictMonoOn' depends on axioms: [propext, Classical.choice, Quot.sound]
'ExchangeElectronGas2D.selfEnergy_spread' depends on axioms: [propext, Classical.choice, Quot.sound]
```
